# Exponential Decay of the Green's Function for Short-Ranged Hamiltonians with Lifetime Broadening

Let an absorbing site and one neighbour, both at energy zero, be coupled by a hopping $t>0$. At $z=is$, with broadening $s>0$, inverting the $2\times2$ matrix $z-H$ gives

$$|G_{11}|=\frac{s}{s^2+t^2},\qquad |G_{12}|=\frac{t}{s^2+t^2}.$$

The ratio is $t/s$: the stronger the broadening, the less of the response reaches the neighbour. In a calculation of X-ray absorption near-edge structure (XANES) this raises the question of how far from the absorber a cluster must extend.

## Decay and cluster size

Let $H$ be a finite Hermitian matrix on sites with distance $d$, and let $a\ge0$, $\operatorname{Im}z=s>0$ and $G=(z-H)^{-1}$. Suppose that for every $i$

$$\sum_j |H_{ij}|\,(e^{a d(i,j)}-1)\le s/2. \tag{1}$$

Then $|G_{ij}|\le (2/s)\,e^{-a d(i,j)}$. Condition (1) says that couplings fall off quickly enough for the broadening to control them.

**Invertibility.** Since $\langle v,Hv\rangle$ is real, $\operatorname{Im}\langle v,(z-H)v\rangle=s\|v\|^2$. Hence $(z-H)v=0$ forces $v=0$.

**Weighted column.** Fix $j$ and put $u_k=G_{kj}$, $w_k=e^{a d(k,j)}$, $v_k=w_ku_k$. From $(z-H)u=e_j$, the unit vector at $j$, and $w_j=1$,

$$((z-H)v)_k=\delta_{kj}+\sum_l H_{kl}(w_k-w_l)u_l .$$

The triangle inequality gives $w_k\le e^{a d(k,l)}w_l$, and the same with $k,l$ exchanged, so $|w_k-w_l|\le(e^{a d(k,l)}-1)w_l$. Take the inner product with $v$. The last term contributes at most $\sum_{kl}|v_k|B_{kl}|v_l|$, where $B_{kl}=|H_{kl}|(e^{a d(k,l)}-1)$ is symmetric. By $pq\le(p^2+q^2)/2$ and (1), this is at most $(s/2)\|v\|^2$. The imaginary part therefore yields

$$s\|v\|^2\le|u_j|+\tfrac s2\|v\|^2,\qquad |u_j|=|v_j|\le\|v\|,$$

so $\|v\|\le2/s$. Decay follows from $w_i|u_i|\le\|v\|$.

**Finite range.** If hopping vanishes beyond $r>0$ and its magnitudes sum to at most $t>0$ per site, take $a=\log(1+s/(2t))/r$. Within range $e^{a d}-1\le s/(2t)$, so the sum in (1) is at most $t\cdot s/(2t)=s/2$. On-site energies drop out because $d(i,i)=0$.

**Truncation.** Let $H'$ also be Hermitian and satisfy (1), with $G'=(z-H')^{-1}$. Let it share with $H$ all on-site energies and couplings of sites closer than $R$ to the absorber $x$, and let $\Delta=H-H'$ have absolute row sums at most $M$. Then

$$G_{xx}-G'_{xx}=\sum_{kl}G_{xk}\Delta_{kl}G'_{lx},$$

where only $k,l$ at distance at least $R$ contribute. With $p_k=e^{a d(k,x)}|G_{xk}|$ and $q_l=e^{a d(l,x)}|G'_{lx}|$, both of norm at most $2/s$,

$$|G_{xx}-G'_{xx}|\le e^{-2aR}\sum_{kl}p_k|\Delta_{kl}|q_l\le M(2/s)^2e^{-2aR}.$$

The number of sites does not appear.

**A chain in numbers.** Take a long chain with nearest-neighbour hopping 1 eV and $s=1$ eV. Then $t=2$ eV and $e^{a}=1.25$ per spacing. Cut every bond whose two ends are both at least 20 spacings from the absorber, which leaves it in a 41-site cluster. With $M=2$ eV, the local spectrum $-\operatorname{Im}G_{xx}/\pi$ changes by at most $8\cdot1.25^{-40}/\pi\approx3.4\times10^{-4}\ \mathrm{eV}^{-1}$. An isolated level would peak at $1/(\pi s)\approx0.32\ \mathrm{eV}^{-1}$.

## The estimates in Lean

The finite type `n` labels the sites, or orbitals.

```lean
import Mathlib

open Finset ComplexConjugate

namespace XanesClusterLocality

noncomputable section

variable {n : Type*} [Fintype n]
```

`schur_bound` is the step from $pq\le(p^2+q^2)/2$ to row sums, for two possibly different vectors.

```lean
/-- Schur estimate: a symmetric non-negative kernel with row sums at most `M` has a bilinear
form bounded by `M` times the mean of the two squared norms. -/
theorem schur_bound {B : n → n → ℝ} {M : ℝ} (hB : ∀ k l, 0 ≤ B k l)
    (hs : ∀ k l, B k l = B l k) (hM : ∀ k, ∑ l, B k l ≤ M) (p q : n → ℝ) :
    ∑ k, ∑ l, p k * B k l * q l ≤ M * (∑ k, p k ^ 2 + ∑ k, q k ^ 2) / 2 := by
  have h1 : ∀ f : n → ℝ, ∑ k, ∑ l, B k l * f k ^ 2 ≤ M * ∑ k, f k ^ 2 := by
    intro f
    rw [mul_sum]
    refine sum_le_sum fun k _ => ?_
    rw [← sum_mul]
    exact mul_le_mul_of_nonneg_right (hM k) (sq_nonneg _)
  have h2 : ∑ k, ∑ l, B k l * q l ^ 2 = ∑ k, ∑ l, B k l * q k ^ 2 :=
    sum_comm.trans (sum_congr rfl fun k _ => sum_congr rfl fun l _ => by rw [hs l k])
  have h3 : ∑ k, ∑ l, p k * B k l * q l
      ≤ ∑ k, ∑ l, (B k l * p k ^ 2 / 2 + B k l * q l ^ 2 / 2) :=
    sum_le_sum fun k _ => sum_le_sum fun l _ => by
      nlinarith [mul_nonneg (hB k l) (sq_nonneg (p k - q l))]
  simp only [sum_add_distrib, ← sum_div] at h3
  linarith [h1 p, h1 q]
```

`im_energy` is the identity for $\operatorname{Im}\langle v,(z-H)v\rangle$; conjugating and exchanging the sums shows that the expectation value of $H$ is real.

```lean
/-- For Hermitian `H` and any vector `v`, normalised or not, the imaginary part of `⟨v, (z - H) v⟩`
is `Im z` times the squared norm of `v`. -/
theorem im_energy {H : Matrix n n ℂ} (hH : H.IsHermitian) (z : ℂ) (v : n → ℂ) :
    (∑ k, conj (v k) * (z * v k - ∑ l, H k l * v l)).im = z.im * ∑ k, ‖v k‖ ^ 2 := by
  -- the expectation value of H is real
  have hq : (∑ k, ∑ l, conj (v k) * H k l * v l).im = 0 := by
    apply Complex.conj_eq_iff_im.mp
    simp only [map_sum, map_mul]
    refine sum_comm.trans (sum_congr rfl fun k _ => sum_congr rfl fun l _ => ?_)
    have h : conj (H l k) = H k l := hH.apply k l
    rw [h, Complex.conj_conj]
    ring
  have h : ∑ k, conj (v k) * (z * v k - ∑ l, H k l * v l)
      = z * ((∑ k, ‖v k‖ ^ 2 : ℝ) : ℂ) - ∑ k, ∑ l, conj (v k) * H k l * v l := by
    push_cast
    rw [mul_sum, ← sum_sub_distrib]
    refine sum_congr rfl fun k _ => ?_
    have e : ∑ l, conj (v k) * H k l * v l = conj (v k) * ∑ l, H k l * v l := by
      rw [mul_sum]
      simp only [mul_assoc]
    rw [e, ← Complex.conj_mul']
    ring
  rw [h, Complex.sub_im, hq, sub_zero, Complex.im_mul_ofReal]
```

The Green's function is the matrix inverse, in an orthonormal basis.

```lean
variable [DecidableEq n]

/-- The Green's function `(z - H)⁻¹`, for `z` outside the spectrum of `H`. -/
def green (H : Matrix n n ℂ) (z : ℂ) : Matrix n n ℂ := (z • (1 : Matrix n n ℂ) - H)⁻¹
```

The next two lemmas write $z-H$ site by site and derive invertibility from a supposed null vector.

```lean
/-- The action of `z - H` on a state, written site by site. -/
theorem shift_mulVec (H : Matrix n n ℂ) (z : ℂ) (v : n → ℂ) (k : n) :
    (z • (1 : Matrix n n ℂ) - H).mulVec v k = z * v k - ∑ l, H k l * v l := by
  simp only [Matrix.mulVec, dotProduct, Matrix.sub_apply, Matrix.smul_apply,
    Matrix.one_apply, smul_eq_mul, sub_mul, sum_sub_distrib]
  simp

/-- For Hermitian `H` and `z` off the real axis, `z - H` is invertible. -/
theorem isUnit_shift {H : Matrix n n ℂ} (hH : H.IsHermitian) {z : ℂ} (hz : z.im ≠ 0) :
    IsUnit (z • (1 : Matrix n n ℂ) - H).det := by
  rw [isUnit_iff_ne_zero]
  intro h0
  obtain ⟨v, hv, hMv⟩ := Matrix.exists_mulVec_eq_zero_iff.mpr h0
  have h := im_energy hH z v
  simp only [← shift_mulVec H z v, hMv, Pi.zero_apply, mul_zero, sum_const_zero,
    Complex.zero_im] at h
  have hsum := (mul_eq_zero.1 h.symm).resolve_left hz
  refine hv (funext fun k => ?_)
  have := (sum_eq_zero_iff_of_nonneg (fun k _ => sq_nonneg ‖v k‖)).1 hsum k (mem_univ k)
  simpa using this
```

`ShortRanged` is condition (1). A `PseudoMetricSpace` allows distinct labels at distance zero, so one atom may carry several orbitals.

```lean
variable [PseudoMetricSpace n]

/-- The magnitudes of the entries of `H`, weighted by `exp (a d) - 1`, sum to at most `s / 2` in
each row. -/
def ShortRanged (H : Matrix n n ℂ) (a s : ℝ) : Prop :=
  ∀ i, ∑ j, ‖H i j‖ * (Real.exp (a * dist i j) - 1) ≤ s / 2
```

`weight_diff` treats the two signs of $w_k-w_l$ separately.

```lean
omit [Fintype n] [DecidableEq n] in
/-- For `a ≥ 0`, the weight `exp (a d(·, j))` changes between two sites by a relative amount
of at most `exp (a d) - 1`, with `d` their distance. -/
theorem weight_diff {a : ℝ} (ha : 0 ≤ a) (k l j : n) :
    |Real.exp (a * dist k j) - Real.exp (a * dist l j)|
      ≤ (Real.exp (a * dist k l) - 1) * Real.exp (a * dist l j) := by
  have tri : ∀ x y : n, Real.exp (a * dist x j)
      ≤ Real.exp (a * dist x y) * Real.exp (a * dist y j) := by
    intro x y
    rw [← Real.exp_add, ← mul_add]
    exact Real.exp_le_exp.mpr (mul_le_mul_of_nonneg_left (dist_triangle x y j) ha)
  have h1 := tri k l
  have h2 := tri l k
  rw [dist_comm l k] at h2
  have h3 : 0 ≤ Real.exp (a * dist k l) - 1 :=
    sub_nonneg.2 (Real.one_le_exp (mul_nonneg ha dist_nonneg))
  rw [abs_le]
  constructor
  · rcases le_total (Real.exp (a * dist k j)) (Real.exp (a * dist l j)) with h | h
    · nlinarith [mul_nonneg h3 (sub_nonneg.2 h)]
    · nlinarith [mul_nonneg h3 (Real.exp_pos (a * dist l j)).le]
  · linarith
```

In `column_norm`, `hk` is the equation for the weighted column, `hE` bounds its commutator term, and `N` is $\|v\|^2$. The final lines solve the quadratic inequality.

```lean
/-- Let `a ≥ 0` and `Im z > 0`, and let the Hermitian `H` satisfy `ShortRanged H a (Im z)`. Then
each column of the Green's function has norm at most `2 / Im z` even after weighting by `exp (a d)`.
-/
theorem column_norm {H : Matrix n n ℂ} (hH : H.IsHermitian) {z : ℂ} (hz : 0 < z.im)
    {a : ℝ} (ha : 0 ≤ a) (hloc : ShortRanged H a z.im) (j : n) :
    ∑ k, (Real.exp (a * dist k j) * ‖green H z k j‖) ^ 2 ≤ (2 / z.im) ^ 2 := by
  obtain ⟨u, hG⟩ : ∃ u : n → ℂ, ∀ k, green H z k j = u k := ⟨_, fun _ => rfl⟩
  obtain ⟨w, hw⟩ : ∃ w : n → ℝ, ∀ k, w k = Real.exp (a * dist k j) := ⟨_, fun _ => rfl⟩
  have hu : ∀ k, z * u k - ∑ l, H k l * u l = if k = j then 1 else 0 := by
    intro k
    have h := congrFun (congrFun (Matrix.mul_nonsing_inv _ (isUnit_shift hH hz.ne')) k) j
    have e : u = fun k => green H z k j := funext fun k => (hG k).symm
    rw [← shift_mulVec H z u k, e]
    exact h.trans Matrix.one_apply
  simp only [hG, ← hw]
  have hp : ∀ k, 0 ≤ w k := fun k => by rw [hw]; exact (Real.exp_pos _).le
  have hwj : w j = 1 := by simp [hw]
  have hd : ∀ k l, |w k - w l| ≤ (Real.exp (a * dist k l) - 1) * w l := fun k l => by
    simp only [hw]
    exact weight_diff ha k l j
  have hn : ∀ k, ‖(w k : ℂ) * u k‖ = w k * ‖u k‖ := fun k => by
    rw [norm_mul, Complex.norm_real, Real.norm_of_nonneg (hp k)]
  -- the weighted column solves the same equation up to a commutator term
  have hk : ∀ k, z * ((w k : ℂ) * u k) - ∑ l, H k l * ((w l : ℂ) * u l)
      = (w k : ℂ) * (if k = j then 1 else 0)
        + ∑ l, H k l * ((w k - w l : ℝ) : ℂ) * u l := by
    intro k
    have e : ∑ l, H k l * ((w k - w l : ℝ) : ℂ) * u l
        = (w k : ℂ) * ∑ l, H k l * u l - ∑ l, H k l * ((w l : ℂ) * u l) := by
      rw [mul_sum, ← sum_sub_distrib]
      refine sum_congr rfl fun l _ => ?_
      push_cast
      ring
    rw [← hu k, e]
    ring
  have hid := im_energy hH z (fun k => (w k : ℂ) * u k)
  have hj : ∑ k, conj ((w k : ℂ) * u k) * ((w k : ℂ) * (if k = j then 1 else 0))
      = conj (u j) := by simp [hwj]
  simp only [hk, hn, mul_add, sum_add_distrib, hj, Complex.add_im] at hid
  -- Schur's estimate bounds the commutator term by half the broadening times the squared norm
  have hE : ‖∑ k, ∑ l, conj ((w k : ℂ) * u k) * (H k l * ((w k - w l : ℝ) : ℂ) * u l)‖
      ≤ z.im / 2 * ∑ k, (w k * ‖u k‖) ^ 2 := by
    have hS := schur_bound (B := fun k l => ‖H k l‖ * (Real.exp (a * dist k l) - 1))
      (fun k l => mul_nonneg (norm_nonneg _)
        (sub_nonneg.2 (Real.one_le_exp (mul_nonneg ha dist_nonneg))))
      (fun k l => by
        have e : ‖H k l‖ = ‖H l k‖ := by rw [← hH.apply k l, norm_star]
        simp only [e, dist_comm k l]) hloc (fun k => w k * ‖u k‖) (fun k => w k * ‖u k‖)
    refine le_trans ?_ (hS.trans (le_of_eq (by ring)))
    refine (norm_sum_le _ _).trans (sum_le_sum fun k _ =>
      (norm_sum_le _ _).trans (sum_le_sum fun l _ => ?_))
    rw [norm_mul, RCLike.norm_conj, hn, norm_mul, norm_mul, Complex.norm_real,
      Real.norm_eq_abs]
    have h := mul_le_mul_of_nonneg_left (hd k l)
      (mul_nonneg (mul_nonneg (hp k) (norm_nonneg (u k)))
        (mul_nonneg (norm_nonneg (H k l)) (norm_nonneg (u l))))
    linarith
  have hx := single_le_sum (f := fun k => (w k * ‖u k‖) ^ 2)
    (fun k _ => sq_nonneg _) (mem_univ j)
  simp only [hwj, one_mul] at hx
  have h1 := (le_abs_self _).trans (Complex.abs_im_le_norm (conj (u j)))
  rw [RCLike.norm_conj] at h1
  have h2 := ((le_abs_self _).trans (Complex.abs_im_le_norm _)).trans hE
  have hN : 0 ≤ ∑ k, (w k * ‖u k‖) ^ 2 := sum_nonneg fun k _ => sq_nonneg _
  generalize ∑ k, (w k * ‖u k‖) ^ 2 = N at *
  simp only [← mul_sum] at h2
  have h3 : z.im / 2 * N ≤ ‖u j‖ := by linarith
  have h4 := (pow_le_pow_left₀ (by positivity) h3 2).trans hx
  rw [div_pow, le_div_iff₀ (by positivity)]
  rcases hN.eq_or_lt with h0 | hpos
  · rw [← h0]
    norm_num
  · by_contra hc
    nlinarith [mul_pos hpos (sub_pos.2 (not_le.1 hc))]
```

Keeping one term of that sum gives the pointwise bound. This finite-matrix form of the Combes–Thomas estimate uses only $\operatorname{Im}z$; it does not exploit a spectral gap around the energy, which can make the true decay faster.

```lean
/-- Combes-Thomas estimate: let `a ≥ 0` and `Im z > 0`, and let the Hermitian `H` satisfy
`ShortRanged H a (Im z)`. Then the Green's function between two sites at distance `d` has magnitude
at most `(2 / Im z) exp (-a d)`. -/
theorem green_decay {H : Matrix n n ℂ} (hH : H.IsHermitian) {z : ℂ} (hz : 0 < z.im)
    {a : ℝ} (ha : 0 ≤ a) (hloc : ShortRanged H a z.im) (i j : n) :
    ‖green H z i j‖ ≤ 2 / z.im * Real.exp (-(a * dist i j)) := by
  have h := (single_le_sum (f := fun k => (Real.exp (a * dist k j) * ‖green H z k j‖) ^ 2)
    (fun k _ => sq_nonneg _) (mem_univ i)).trans (column_norm hH hz ha hloc j)
  have h' := (sq_le_sq₀ (by positivity) (by positivity)).1 h
  rw [Real.exp_neg, ← div_eq_mul_inv, le_div_iff₀ (Real.exp_pos _)]
  linarith
```

The finite-range criterion splits off the diagonal term, then distinguishes pairs within and beyond `r`.

```lean
/-- Hopping of range `r > 0` and total strength at most `t > 0` per site is short-ranged for
broadening `s > 0`, with decay rate `a = log (1 + s / (2 t)) / r`. -/
theorem shortRanged_of_range {H : Matrix n n ℂ} {t r s : ℝ} (ht : 0 < t) (hr : 0 < r)
    (hs : 0 < s) (hrange : ∀ i j, r < dist i j → H i j = 0)
    (hsum : ∀ i, ∑ j ∈ univ.erase i, ‖H i j‖ ≤ t) :
    ShortRanged H (Real.log (1 + s / (2 * t)) / r) s := by
  intro i
  have hc : 0 < s / (2 * t) := by positivity
  have hL : 0 ≤ Real.log (1 + s / (2 * t)) := Real.log_nonneg (by linarith)
  rw [← add_sum_erase univ _ (mem_univ i)]
  simp only [dist_self, mul_zero, Real.exp_zero, sub_self, zero_add]
  calc _ ≤ ∑ j ∈ univ.erase i, ‖H i j‖ * (s / (2 * t)) := by
        refine sum_le_sum fun j _ => ?_
        by_cases h : r < dist i j
        · simp [hrange i j h]
        · have h1 := mul_le_mul_of_nonneg_left (not_lt.1 h) (div_nonneg hL hr.le)
          rw [div_mul_cancel₀ _ hr.ne'] at h1
          have h2 := Real.exp_le_exp.mpr h1
          rw [Real.exp_log (by linarith)] at h2
          exact mul_le_mul_of_nonneg_left (by linarith) (norm_nonneg _)
    _ ≤ t * (s / (2 * t)) := by
        rw [← sum_mul]
        exact mul_le_mul_of_nonneg_right (hsum i) hc.le
    _ = s / 2 := by field_simp
```

For truncation, `hres` is the resolvent identity. Rows of $G$ are handled as columns for the transposed Hamiltonian. Both Hamiltonians live on the same sites, so a smaller cluster is represented by cutting its couplings to the rest.

```lean
/-- Let `a ≥ 0` and `Im z > 0`, and let two Hermitian Hamiltonians be `ShortRanged` for `a` and
`Im z`. Let them share all on-site energies and couplings of sites closer than `R` to the absorber
`x`, and let their difference have absolute row sums at most `M`. Then their Green's functions at
`x` differ by at most `M (2 / Im z)² exp (-2 a R)`. -/
theorem cluster_truncation {H H' : Matrix n n ℂ} (hH : H.IsHermitian)
    (hH' : H'.IsHermitian) {z : ℂ} (hz : 0 < z.im) {a R M : ℝ} (ha : 0 ≤ a)
    (hloc : ShortRanged H a z.im) (hloc' : ShortRanged H' a z.im) (x : n)
    (hM : ∀ k, ∑ l, ‖H k l - H' k l‖ ≤ M)
    (hR : ∀ k l, dist k x < R → H k l = H' k l) :
    ‖green H z x x - green H' z x x‖ ≤ M * (2 / z.im) ^ 2 * Real.exp (-(2 * a * R)) := by
  -- resolvent identity
  have hres : green H z - green H' z = green H z * (H - H') * green H' z := by
    have e : H - H' = (z • (1 : Matrix n n ℂ) - H') - (z • (1 : Matrix n n ℂ) - H) := by abel
    unfold green
    rw [e, Matrix.mul_sub, Matrix.sub_mul, Matrix.mul_assoc,
      Matrix.mul_nonsing_inv _ (isUnit_shift hH' hz.ne'),
      Matrix.nonsing_inv_mul _ (isUnit_shift hH hz.ne'), Matrix.mul_one, Matrix.one_mul]
  have hx : green H z x x - green H' z x x
      = ∑ k, ∑ l, green H z x k * (H k l - H' k l) * green H' z l x := by
    rw [← Matrix.sub_apply, hres, Matrix.mul_apply]
    simp only [Matrix.mul_apply, sum_mul, Matrix.sub_apply]
    exact sum_comm
  -- rows of the Green's function are columns for the transposed Hamiltonian
  have hT : ∀ k, green H.transpose z k x = green H z x k := by
    intro k
    have e : z • (1 : Matrix n n ℂ) - H.transpose
        = (z • (1 : Matrix n n ℂ) - H).transpose := by simp
    unfold green
    rw [e, ← Matrix.transpose_nonsing_inv, Matrix.transpose_apply]
  have hlocT : ShortRanged H.transpose a z.im := by
    intro i
    refine le_trans (le_of_eq (sum_congr rfl fun j _ => ?_)) (hloc i)
    rw [Matrix.transpose_apply, ← hH.apply j i, norm_star]
  have hP := column_norm hH.transpose hz ha hlocT x
  simp only [hT] at hP
  have hQ := column_norm hH' hz ha hloc' x
  have hS := schur_bound (B := fun k l => Real.exp (-(2 * a * R)) * ‖H k l - H' k l‖)
    (M := Real.exp (-(2 * a * R)) * M) (fun k l => by positivity)
    (fun k l => by
      have e : ‖H k l - H' k l‖ = ‖H l k - H' l k‖ := by
        rw [← hH.apply k l, ← hH'.apply k l, ← star_sub, norm_star]
      simp only [e])
    (fun k => by
      rw [← mul_sum]
      exact mul_le_mul_of_nonneg_left (hM k) (Real.exp_pos _).le)
    (fun k => Real.exp (a * dist k x) * ‖green H z x k‖)
    (fun k => Real.exp (a * dist k x) * ‖green H' z k x‖)
  have hM0 : 0 ≤ M := (sum_nonneg fun l _ => norm_nonneg _).trans (hM x)
  have h0 : 0 ≤ Real.exp (-(2 * a * R)) * M := mul_nonneg (Real.exp_pos _).le hM0
  have hfin := mul_le_mul_of_nonneg_left (add_le_add hP hQ) h0
  rw [hx]
  refine le_trans ?_ (hS.trans (by linarith))
  refine (norm_sum_le _ _).trans (sum_le_sum fun k _ =>
    (norm_sum_le _ _).trans (sum_le_sum fun l _ => ?_))
  by_cases h : H k l = H' k l
  · simp [h]
  · -- a changed entry involves only sites at distance at least R from the absorber
    have hk : R ≤ dist k x := not_lt.1 fun c => h (hR k l c)
    have hl : R ≤ dist l x := not_lt.1 fun c => h (by
      rw [← hH.apply k l, ← hH'.apply k l, hR l k c])
    have hw : 1 ≤ Real.exp (a * dist k x) * Real.exp (-(2 * a * R))
        * Real.exp (a * dist l x) := by
      rw [← Real.exp_add, ← Real.exp_add]
      exact Real.one_le_exp (by
        linarith [mul_le_mul_of_nonneg_left hk ha, mul_le_mul_of_nonneg_left hl ha])
    have hm := mul_le_mul_of_nonneg_right hw
      (norm_nonneg (green H z x k * (H k l - H' k l) * green H' z l x))
    rw [one_mul] at hm
    refine hm.trans (le_of_eq ?_)
    rw [norm_mul, norm_mul]
    ring
```

The name `absorption` denotes the local spectrum at one site, with $s$ the half width at half maximum of a level. Passing from it to a measured XANES cross-section, with its dipole matrix elements, is a physical step that the hypotheses leave open.

```lean
/-- The local spectrum `-Im G_xx(E + i s) / π` at the absorber `x`, for broadening `s > 0`. -/
def absorption (H : Matrix n n ℂ) (s : ℝ) (x : n) (E : ℝ) : ℝ :=
  -(green H (E + s * Complex.I) x x).im / Real.pi
```

The last theorem takes imaginary parts and divides by $\pi$. For one-electron XANES models with a fixed, finite Hamiltonian, it turns a tolerated error in the local spectrum into a sufficient radius $R$ for a given $M$, provided that both Hamiltonians satisfy (1) with the same $a>0$ and that the cluster keeps the on-site energies and couplings of all sites closer than $R$ to the absorber unchanged. The cluster must therefore also contain every site to which these sites couple, even at distance $R$ or beyond.

```lean
/-- Let `a ≥ 0` and `s > 0`, and let two Hermitian Hamiltonians be `ShortRanged` for `a` and `s`.
Let them share all on-site energies and couplings of sites closer than `R` to the absorber, and let
their difference have absolute row sums at most `M`. Then their local spectra at the absorber, with
broadening `s`, differ at every energy by at most `M (2 / s)² exp (-2 a R) / π`. -/
theorem absorption_truncation {H H' : Matrix n n ℂ} (hH : H.IsHermitian)
    (hH' : H'.IsHermitian) {s a R M : ℝ} (hs : 0 < s) (ha : 0 ≤ a)
    (hloc : ShortRanged H a s) (hloc' : ShortRanged H' a s) (x : n)
    (hM : ∀ k, ∑ l, ‖H k l - H' k l‖ ≤ M)
    (hR : ∀ k l, dist k x < R → H k l = H' k l) (E : ℝ) :
    |absorption H s x E - absorption H' s x E|
      ≤ M * (2 / s) ^ 2 * Real.exp (-(2 * a * R)) / Real.pi := by
  have hz : ((E : ℂ) + s * Complex.I).im = s := by simp
  have h := cluster_truncation hH hH' (z := (E : ℂ) + s * Complex.I) (by rwa [hz]) ha
    (by rwa [hz]) (by rwa [hz]) x hM hR
  rw [hz] at h
  have h' := (Complex.abs_im_le_norm _).trans h
  have e : absorption H s x E - absorption H' s x E
      = -((green H (E + s * Complex.I) x x - green H' (E + s * Complex.I) x x).im
        / Real.pi) := by
    unfold absorption
    rw [Complex.sub_im]
    ring
  rw [e, abs_neg, abs_div, abs_of_pos Real.pi_pos]
  exact div_le_div_of_nonneg_right h' Real.pi_pos.le

end

end XanesClusterLocality
```

```lean
#print axioms XanesClusterLocality.green_decay
#print axioms XanesClusterLocality.shortRanged_of_range
#print axioms XanesClusterLocality.absorption_truncation
```

```
'XanesClusterLocality.green_decay' depends on axioms: [propext, Classical.choice, Quot.sound]
'XanesClusterLocality.shortRanged_of_range' depends on axioms: [propext, Classical.choice, Quot.sound]
'XanesClusterLocality.absorption_truncation' depends on axioms: [propext, Classical.choice, Quot.sound]
```
